# Momentum-conserving collisions between states on a circular Fermi line preserve the pair sum of every odd function of momentum

Electrons in two dimensions whose energy depends only on the magnitude of the momentum, and increases with it, have a circular Fermi line. Measure momentum in units of the Fermi momentum and write the vector $(p_x,p_y)$ as the complex number $p=p_x+ip_y$. The Fermi line is then the unit circle $|p|=1$, and a state on it at angle $\theta$ is $p=e^{i\theta}$. A bar denotes complex conjugation.

```lean
import Mathlib

open Complex

namespace FermiCircleCollisions

noncomputable section
```

A collision takes two electrons with momenta $p_1,p_2$ to momenta $p_3,p_4$. All four lie on the unit circle, and

$$p_1+p_2=p_3+p_4 .$$

Energy conservation needs no separate condition, because all states on the circle have the same energy. In Lean a collision is the proposition `IsCollision p₁ p₂ p₃ p₄`, whose fields `shell₁` to `shell₄` put the momenta on the circle and whose field `momentum` is the equation above.

The model keeps only the kinematics. It has no thermal width of the Fermi line, no umklapp processes, no spin, no Pauli blocking and no scattering rates. A quadruple in which nothing changes also counts as a collision.

```lean
/-- A two-body collision on the circular Fermi line: all four momenta, written as complex
numbers, have unit length, and the total momentum is conserved. -/
structure IsCollision (p₁ p₂ p₃ p₄ : ℂ) : Prop where
  shell₁ : ‖p₁‖ = 1
  shell₂ : ‖p₂‖ = 1
  shell₃ : ‖p₃‖ = 1
  shell₄ : ‖p₄‖ = 1
  momentum : p₁ + p₂ = p₃ + p₄
```

Let $\varphi$ be a real function of momentum. It is called a collision invariant if its sum over the two electrons is the same before and after every collision:

$$\varphi(p_1)+\varphi(p_2)=\varphi(p_3)+\varphi(p_4).$$

In Lean $\varphi$ has type `ℂ → ℝ`, so it is defined on the whole plane, but only its values on the circle enter. No continuity or smoothness is required.

```lean
/-- A function of momentum whose sum over the two electrons is unchanged by every collision
on the Fermi circle. -/
def IsCollisionInvariant (φ : ℂ → ℝ) : Prop :=
  ∀ p₁ p₂ p₃ p₄, IsCollision p₁ p₂ p₃ p₄ → φ p₁ + φ p₂ = φ p₃ + φ p₄
```

For a natural number $m$, the harmonic of order $m$ is $h_m(p)=\operatorname{Re}(p^m)$.

```lean
/-- The angular harmonic of order `m`, as a function of the momentum `p`. -/
def harmonic (m : ℕ) (p : ℂ) : ℝ := (p ^ m).re
```

## (a) The harmonic as a function of angle

**Task.** Show that on the Fermi circle the harmonic of order $m$ is the usual angular cosine:

$$h_m(e^{i\theta})=\cos(m\theta).$$

**Solution.** By the rule for powers of an exponential, $(e^{i\theta})^m=e^{im\theta}=\cos(m\theta)+i\sin(m\theta)$. The real part is $\cos(m\theta)$.

In the Lean proof, `h` regroups $m(\theta i)$ as $(m\theta)i$ with a real factor $m\theta$. The final rewriting turns the power into one exponential and takes its real part.

```lean
/-- At the point of the Fermi circle with angle `θ`, the harmonic of order `m` is `cos (m θ)`. -/
theorem harmonic_angle (m : ℕ) (θ : ℝ) :
    harmonic m (Complex.exp (θ * I)) = Real.cos (m * θ) := by
  have h : (m : ℂ) * ((θ : ℂ) * I) = ((m * θ : ℝ) : ℂ) * I := by
    push_cast
    ring
  unfold harmonic
  rw [← Complex.exp_nat_mul, h, Complex.exp_ofReal_mul_I_re]
```

## (b) Conjugation on the unit circle

**Task.** Show that a momentum on the Fermi circle satisfies

$$p\,\bar p=1 .$$

**Solution.** For every complex number $p\,\bar p=|p|^2$, and here $|p|=1$. On the circle the conjugate is therefore the reciprocal, $\bar p=1/p$, and the shell conditions can enter a calculation as polynomial equations in $p$ and $\bar p$.

Lean writes the conjugate $\bar p$ as `starRingEnd ℂ p`.

```lean
/-- A momentum on the unit circle times its complex conjugate is one. -/
theorem mul_conj_of_shell {p : ℂ} (hp : ‖p‖ = 1) : p * starRingEnd ℂ p = 1 := by
  rw [Complex.mul_conj, Complex.normSq_eq_norm_sq, hp]
  norm_num
```

## (c) All the momentum-conserving collisions

**Task.** Let $p_1,p_2,p_3,p_4$ lie on the unit circle. Show that $p_1+p_2=p_3+p_4$ holds exactly when at least one of the following does:

$$\begin{aligned}
&p_2=-p_1 \ \text{ and }\ p_4=-p_3,\\
&p_3=p_1 \ \text{ and }\ p_4=p_2,\\
&p_3=p_2 \ \text{ and }\ p_4=p_1 .
\end{aligned}$$

**Solution.** Suppose that momentum is conserved. By part (b),

$$p_1p_2(\bar p_1+\bar p_2)=p_2+p_1,\qquad p_3p_4(\bar p_3+\bar p_4)=p_4+p_3 .$$

The conjugate of momentum conservation is $\bar p_1+\bar p_2=\bar p_3+\bar p_4$, so the bracket in the second equation may be replaced by the bracket in the first. Subtracting the two equations gives

$$(p_1p_2-p_3p_4)(\bar p_1+\bar p_2)=(p_1+p_2)-(p_3+p_4)=0 .$$

One of the two factors must vanish.

If $p_1p_2=p_3p_4$, the incoming and outgoing pairs have the same sum and the same product. Then

$$(p_3-p_1)(p_3-p_2)=p_3^2-(p_1+p_2)p_3+p_1p_2=p_3^2-(p_3+p_4)p_3+p_3p_4=0 .$$

Hence $p_3=p_1$ or $p_3=p_2$, and momentum conservation fixes $p_4$ as the other incoming momentum.

If $\bar p_1+\bar p_2=0$, then $p_1+p_2=p_1p_2(\bar p_1+\bar p_2)=0$. The total momentum vanishes, so $p_2=-p_1$ and $p_4=-p_3$. The direction of the outgoing pair is free.

Conversely, each of the three alternatives gives equal sums at once.

The limiting case of two parallel electrons, $p_1=p_2$, shows how little room there is. The total momentum has length 2, the head-on alternative is excluded, and both outgoing momenta must equal $p_1$.

The Lean proof follows the same route. The facts `e₁` to `e₄` are part (b) for each momentum, `hc` is the conjugated conservation law, `key` is the factorised equation and `hroot` is the quadratic for $p_3$. Each `linear_combination` line names the multiples of known equations that add up to the goal, and Lean checks the remaining polynomial identity.

```lean
/-- For four momenta on the Fermi circle, total momentum is conserved exactly when both pairs
are head-on, or the outgoing pair is the incoming pair, possibly exchanged. -/
theorem momentum_conserved_iff {p₁ p₂ p₃ p₄ : ℂ}
    (h₁ : ‖p₁‖ = 1) (h₂ : ‖p₂‖ = 1) (h₃ : ‖p₃‖ = 1) (h₄ : ‖p₄‖ = 1) :
    p₁ + p₂ = p₃ + p₄ ↔
      (p₂ = -p₁ ∧ p₄ = -p₃) ∨ (p₃ = p₁ ∧ p₄ = p₂) ∨ (p₃ = p₂ ∧ p₄ = p₁) := by
  constructor
  · intro hs
    have e₁ := mul_conj_of_shell h₁
    have e₂ := mul_conj_of_shell h₂
    have e₃ := mul_conj_of_shell h₃
    have e₄ := mul_conj_of_shell h₄
    have hc := congrArg (starRingEnd ℂ) hs
    rw [map_add, map_add] at hc
    -- momentum conservation combined with its complex conjugate
    have key : (p₁ * p₂ - p₃ * p₄) * (starRingEnd ℂ p₁ + starRingEnd ℂ p₂) = 0 := by
      linear_combination p₂ * e₁ + p₁ * e₂ - p₃ * p₄ * hc - p₄ * e₃ - p₃ * e₄ + hs
    rcases mul_eq_zero.mp key with hprod | hzero
    · -- equal sums and equal products: the two pairs coincide
      right
      have hroot : (p₃ - p₁) * (p₃ - p₂) = 0 := by
        linear_combination hprod - p₃ * hs
      rcases mul_eq_zero.mp hroot with h | h
      · left
        exact ⟨by linear_combination h, by linear_combination -hs - h⟩
      · right
        exact ⟨by linear_combination h, by linear_combination -hs - h⟩
    · -- vanishing total momentum: a head-on collision
      left
      have hsum : p₁ + p₂ = 0 := by
        linear_combination p₁ * p₂ * hzero - p₂ * e₁ - p₁ * e₂
      exact ⟨by linear_combination hsum, by linear_combination hsum - hs⟩
  · rintro (⟨h, h'⟩ | ⟨h, h'⟩ | ⟨h, h'⟩)
    · rw [h, h']
      ring
    · rw [h, h']
    · rw [h, h']
      ring
```

## (d) A test on opposite momenta

**Task.** Show that $\varphi$ is a collision invariant exactly when there is a real constant $c$ with

$$\varphi(p)+\varphi(-p)=c\qquad\text{for all } |p|=1 .$$

**Solution.** Suppose that $\varphi$ is invariant. For any $p$ on the circle, the pair $(p,-p)$ can scatter into $(1,-1)$, since both pairs have zero total momentum. Invariance gives $\varphi(p)+\varphi(-p)=\varphi(1)+\varphi(-1)$, and the right-hand side is the required $c$.

Now suppose that such a $c$ exists, and take any collision. By part (c) there are three cases. If it is head-on, the sum is $c$ before and $c$ after. If the outgoing pair is the incoming pair, in either order, the two sums have the same terms.

In Lean the first direction supplies the reference value `φ 1 + φ (-1)` and checks that the quadruple `p, -p, 1, -1` is a collision. The second direction splits into the three cases of `momentum_conserved_iff`.

```lean
/-- A function is a collision invariant of the Fermi circle exactly when its sum over two
opposite momenta is the same for all directions. -/
theorem isCollisionInvariant_iff (φ : ℂ → ℝ) :
    IsCollisionInvariant φ ↔ ∃ c : ℝ, ∀ p : ℂ, ‖p‖ = 1 → φ p + φ (-p) = c := by
  constructor
  · intro h
    -- compare each head-on pair with the pair along the first axis
    refine ⟨φ 1 + φ (-1), fun p hp => h p (-p) 1 (-1) ?_⟩
    exact ⟨hp, by rw [norm_neg]; exact hp, by simp, by simp, by ring⟩
  · rintro ⟨c, hc⟩ p₁ p₂ p₃ p₄ h
    rcases (momentum_conserved_iff h.shell₁ h.shell₂ h.shell₃ h.shell₄).mp h.momentum with
      ⟨h2, h4⟩ | ⟨h3, h4⟩ | ⟨h3, h4⟩
    · rw [h2, h4, hc p₁ h.shell₁, hc p₃ h.shell₃]
    · rw [h3, h4]
    · rw [h3, h4, add_comm]
```

## (e) Odd functions

**Task.** Let $\varphi(-p)=-\varphi(p)$ for all $|p|=1$. Show that in every collision

$$\varphi(p_1)+\varphi(p_2)=\varphi(p_3)+\varphi(p_4).$$

**Solution.** Oddness gives $\varphi(p)+\varphi(-p)=0$ on the whole circle. This is the condition of part (d) with $c=0$, which is the value that the Lean proof supplies.

The result bears on electron hydrodynamics in two dimensions. In a linearised Boltzmann equation with collisions confined to this circle, the collision integral contains the difference $\varphi(p_1)+\varphi(p_2)-\varphi(p_3)-\varphi(p_4)$, where $\varphi$ describes the distortion of the Fermi line. Odd distortions would then not relax through electron-electron scattering. At nonzero temperature the step in the occupation at the Fermi line is smeared, and collisions also involve states slightly off the circle. The total momentum, which belongs to $m=1$, is still conserved exactly in the absence of umklapp, but for the other odd harmonics the protection becomes approximate.

```lean
/-- For every real function that is odd on the Fermi circle, the sum over the two electrons is
unchanged by every collision on the circle. -/
theorem odd_isCollisionInvariant (φ : ℂ → ℝ)
    (hφ : ∀ p : ℂ, ‖p‖ = 1 → φ (-p) = -φ p) : IsCollisionInvariant φ := by
  refine (isCollisionInvariant_iff φ).mpr ⟨0, fun p hp => ?_⟩
  rw [hφ p hp]
  ring
```

## (f) The cosine harmonics

**Task.** Determine the orders $m$ for which $h_m$ is a collision invariant. Show that

$$h_m(p_1)+h_m(p_2)=h_m(p_3)+h_m(p_4)\ \text{ in every collision}\iff m \text{ is odd or } m=0 .$$

**Solution.** If $m$ is odd, then $(-p)^m=-p^m$, so $h_m$ is odd and part (e) applies. If $m=0$, then $h_0=1$ everywhere and both sums equal 2. This smallest order expresses the conservation of particle number, and $m=1$ is the conservation of $p_x$.

Let $m$ be even and positive. Put $w=e^{i\pi/m}$, so that $|w|=1$ and $w^m=e^{i\pi}=-1$. The head-on pair $(1,-1)$ can scatter into $(w,-w)$. Since $m$ is even, $(-1)^m=1$ and $(-w)^m=w^m=-1$. Invariance would require

$$1+1=(-1)+(-1),$$

which is false.

The Lean proof assumes invariance together with `m ≠ 0` in the even case and constructs this $w$. The hypothesis `hneg` states that an even power ignores the sign, and `key` is the invariance equation for the collision above. After simplification it is the false numerical equation, which `norm_num` refutes. The theorem concerns the cosine harmonics; the functions $\sin(m\theta)$ with odd $m$ are invariant by part (e).

```lean
/-- The angular harmonic of order `m` is a collision invariant exactly when `m` is odd or
zero. -/
theorem harmonic_isCollisionInvariant_iff (m : ℕ) :
    IsCollisionInvariant (harmonic m) ↔ Odd m ∨ m = 0 := by
  constructor
  · intro h
    rcases Nat.even_or_odd m with he | ho
    · right
      by_contra hm
      have hmC : (m : ℂ) ≠ 0 := Nat.cast_ne_zero.mpr hm
      -- rotating a head-on pair by the angle π / m reverses the sign of the harmonic
      obtain ⟨w, hw, hwm⟩ : ∃ w : ℂ, ‖w‖ = 1 ∧ w ^ m = -1 := by
        refine ⟨Complex.exp (((Real.pi / m : ℝ) : ℂ) * I),
          Complex.norm_exp_ofReal_mul_I _, ?_⟩
        have harg : (m : ℂ) * (((Real.pi / m : ℝ) : ℂ) * I) = (Real.pi : ℂ) * I := by
          push_cast
          field_simp
        rw [← Complex.exp_nat_mul, harg, Complex.exp_pi_mul_I]
      have hneg : ∀ z : ℂ, (-z) ^ m = z ^ m := fun z => he.neg_pow z
      have key := h 1 (-1) w (-w)
        ⟨by simp, by simp, hw, by rw [norm_neg]; exact hw, by ring⟩
      simp only [harmonic, hneg, one_pow, hwm, Complex.neg_re, Complex.one_re] at key
      norm_num at key
    · exact Or.inl ho
  · rintro (ho | h0)
    · refine odd_isCollisionInvariant _ fun p _ => ?_
      unfold harmonic
      rw [ho.neg_pow, Complex.neg_re]
    · intro p₁ p₂ p₃ p₄ _
      simp [harmonic, h0]
```

## (g) The second harmonic in a right-angle collision

**Task.** Two electrons meet head-on along the $x$ axis and leave along the $y$ axis. Check that this is an allowed collision and that the sum of $\cos 2\theta$ over the pair changes sign:

$$h_2(1)+h_2(-1)=2,\qquad h_2(i)+h_2(-i)=-2 .$$

**Solution.** The four momenta $1,-1,i,-i$ have unit length, and both pairs have total momentum zero. Before the collision the squares are $1^2=(-1)^2=1$, with sum 2. Afterwards they are $i^2=(-i)^2=-1$, with sum $-2$. In terms of angles, $\cos 2\theta$ is $1$ at $\theta=0$ and $\theta=\pi$, and $-1$ at $\theta=\pm\pi/2$.

A right angle is not needed for the sum to change. Let the same incoming pair leave along $q=(3+4i)/5$ and $-q$, which also lie on the unit circle. Then

$$q^2=\frac{-7+24i}{25},\qquad q^3=\frac{-117+44i}{125}.$$

The sum of $\cos 2\theta$ goes from $2$ to $-14/25$. The sum of $\cos 3\theta$ is $1-1=0$ before and $-117/125+117/125=0$ after, as part (e) requires.

The second harmonic describes an elliptical, shear-like distortion of the Fermi line. Within this model of collisions on the circle, head-on scattering can therefore change such a distortion.

The Lean statement joins three claims: the quadruple is a collision, the first sum is 2, and the second is $-2$. The proof evaluates the squares as above.

```lean
/-- In the head-on collision that turns the pair of momenta by a right angle, the sum of
`cos (2 θ)` over the two electrons goes from `2` to `-2`. -/
theorem right_angle_collision :
    IsCollision 1 (-1) I (-I) ∧
      harmonic 2 1 + harmonic 2 (-1) = 2 ∧ harmonic 2 I + harmonic 2 (-I) = -2 := by
  refine ⟨⟨by simp, by simp, by simp, by simp, by ring⟩, ?_, ?_⟩
  · norm_num [harmonic]
  · have h : (-I) ^ 2 = (-1 : ℂ) := by
      rw [neg_sq, Complex.I_sq]
    unfold harmonic
    rw [h, Complex.I_sq, Complex.neg_re, Complex.one_re]
    norm_num

end

end FermiCircleCollisions
```

```lean
#print axioms FermiCircleCollisions.harmonic_angle
#print axioms FermiCircleCollisions.odd_isCollisionInvariant
#print axioms FermiCircleCollisions.harmonic_isCollisionInvariant_iff
#print axioms FermiCircleCollisions.right_angle_collision
```

```
'FermiCircleCollisions.harmonic_angle' depends on axioms: [propext, Classical.choice, Quot.sound]
'FermiCircleCollisions.odd_isCollisionInvariant' depends on axioms: [propext, Classical.choice, Quot.sound]
'FermiCircleCollisions.harmonic_isCollisionInvariant_iff' depends on axioms: [propext, Classical.choice, Quot.sound]
'FermiCircleCollisions.right_angle_collision' depends on axioms: [propext, Classical.choice, Quot.sound]
```
